# Hydrogen's 1s→np oscillator strength per unit energy tends to a finite limit at threshold

Take the 1s→2p line and spread its oscillator strength evenly over the energy interval between levels 2 and 3, which is 5/72 hartree wide. The result is a bar of height about 5.99 per hartree. Do the same for the 1s→3p line, over the interval of 7/288 hartree between levels 3 and 4, and the height is about 3.25. The lines weaken towards the ionization threshold, but their intervals shrink as well. The problems below determine what happens to the height.

```lean
import Mathlib

open Filter Topology

namespace HydrogenRydbergThreshold

noncomputable section
```

The strength f_n of the line 1s→np, for n ≥ 2, is taken to be

f_n = 2⁸ n⁵ (n−1)^(2n−4) / (3 (n+1)^(2n+4)).

This is the formula for a nonrelativistic electron in the field of a fixed point charge. Here it serves as a definition and is not derived from wavefunctions. In Lean, `oscStrength` takes a natural number n and returns a real number.

```lean
/-- The oscillator strength of the hydrogen line 1s → np, for `n ≥ 2`. -/
def oscStrength (n : ℕ) : ℝ :=
  2 ^ 8 * (n : ℝ) ^ 5 * ((n : ℝ) - 1) ^ (2 * n - 4) / (3 * ((n : ℝ) + 1) ^ (2 * n + 4))
```

Energies are in hartree and measured from the threshold, so the bound levels are negative:

E_n = −1/(2n²).

```lean
/-- The hydrogen level energy in hartree, measured from the ionization threshold. -/
def level (n : ℕ) : ℝ := -1 / (2 * (n : ℝ) ^ 2)
```

The spacing above level n is g_n = E_{n+1} − E_n.

```lean
/-- The spacing between the levels `n` and `n + 1`. -/
def gap (n : ℕ) : ℝ := level (n + 1) - level n
```

The letter C stands for the constant 2⁸/(3e⁴) ≈ 1.563 per hartree, called `thresholdDensity` in the code.

```lean
/-- The constant `2⁸ / (3 e⁴)`, a strength per hartree. -/
def thresholdDensity : ℝ := 2 ^ 8 / (3 * Real.exp 4)
```

## (a) The first line of the series

**Task.** Show that

f_2 = 2¹³/3⁹.

**Solution.** At n = 2 the factor (n−1)^(2n−4) is 1⁰ = 1. What remains is 2⁸·2⁵/(3·3⁸) = 2¹³/3⁹ ≈ 0.416. In Lean, `norm_num` does this arithmetic.

```lean
/-- The oscillator strength of the 1s → 2p line is `2¹³ / 3⁹`. -/
theorem oscStrength_two : oscStrength 2 = 2 ^ 13 / 3 ^ 9 := by
  norm_num [oscStrength]
```

## (b) Removing the large powers

**Task.** For n ≥ 2, show that

n³f_n = (2⁸/3) · [(1−1/n)ⁿ / (1+1/n)ⁿ]² / [(1−1/n)⁴ (1+1/n)⁴].

**Solution.** Write n−1 = n(1−1/n) and n+1 = n(1+1/n). The total power of n is 3 + 5 + (2n−4) − (2n+4) = 0, which leaves

(2⁸/3) · (1−1/n)^(2n−4) / (1+1/n)^(2n+4).

Splitting off the fourth powers gives the target.

The Lean proof sets n = 2 + k, so that the exponent 2n−4 becomes 2k. It then replaces the k-th powers by independent nonzero numbers, and `field_simp` completes the algebra.

The rewriting also matters in numerical code. In double precision (n+1)^(2n+4) overflows before n reaches 80, whereas the factors on the right stay moderate.

```lean
/-- The scaled strength `n³ fₙ` written through powers of `1 - 1/n` and `1 + 1/n`. -/
theorem scaled_strength_eq (n : ℕ) (hn : 2 ≤ n) :
    (n : ℝ) ^ 3 * oscStrength n =
      2 ^ 8 / 3 * ((1 + (-1) / (n : ℝ)) ^ n / (1 + 1 / (n : ℝ)) ^ n) ^ 2 /
        ((1 + (-1) / (n : ℝ)) ^ 4 * (1 + 1 / (n : ℝ)) ^ 4) := by
  obtain ⟨k, rfl⟩ := Nat.exists_eq_add_of_le hn
  have hx : (2 : ℝ) ≤ ((2 + k : ℕ) : ℝ) := by exact_mod_cast hn
  unfold oscStrength
  rw [show 2 * (2 + k) - 4 = 2 * k by omega, show 2 * (2 + k) + 4 = 2 * k + 8 by omega]
  generalize ((2 + k : ℕ) : ℝ) = x at hx ⊢
  have h0 : x ≠ 0 := by linarith
  have hm : x - 1 ≠ 0 := by linarith
  have hp : x + 1 ≠ 0 := by linarith
  have e1 : 1 + (-1) / x = (x - 1) / x := by
    rw [sub_div, div_self h0]; ring
  have e2 : 1 + 1 / x = (x + 1) / x := by
    rw [add_div, div_self h0]
  rw [e1, e2]
  simp only [div_pow, pow_add, pow_mul']
  -- the powers with exponent k are now treated as independent nonzero numbers
  have ha : (x - 1) ^ k ≠ 0 := pow_ne_zero k hm
  have hb : (x + 1) ^ k ≠ 0 := pow_ne_zero k hp
  have hc : x ^ k ≠ 0 := pow_ne_zero k h0
  generalize (x - 1) ^ k = a at ha ⊢
  generalize (x + 1) ^ k = b at hb ⊢
  generalize x ^ k = c at hc ⊢
  field_simp
```

## (c) The scaled strength at large n

**Task.** Show that

n³f_n → C as n → ∞.

**Solution.** Since (1+t/n)ⁿ → eᵗ, the square bracket in the numerator of (b) tends to e⁻¹/e = e⁻², and its square to e⁻⁴. The fourth powers tend to 1. The limit is therefore (2⁸/3)e⁻⁴ = C.

In Lean, `hexp` supplies the exponential limits and `hone` the factors tending to one. Because (b) holds only from n = 2, `congr'` transfers the limit using equality at all sufficiently large n.

```lean
/-- The scaled oscillator strength `n³ fₙ` tends to `2⁸ / (3 e⁴)`. -/
theorem tendsto_scaled_strength :
    Tendsto (fun n : ℕ => (n : ℝ) ^ 3 * oscStrength n) atTop (𝓝 thresholdDensity) := by
  have hexp : ∀ t : ℝ, Tendsto (fun n : ℕ => (1 + t / (n : ℝ)) ^ n) atTop
      (𝓝 (Real.exp t)) := fun t => Real.tendsto_one_add_div_pow_exp t
  have hone : ∀ t : ℝ, Tendsto (fun n : ℕ => 1 + t / (n : ℝ)) atTop (𝓝 (1 + 0)) :=
    fun t => (tendsto_const_div_atTop_nhds_zero_nat t).const_add 1
  have h := ((((hexp (-1)).div (hexp 1) (Real.exp_ne_zero 1)).pow 2).const_mul
    ((2 : ℝ) ^ 8 / 3)).div (((hone (-1)).pow 4).mul ((hone 1).pow 4)) (by norm_num)
  have e : (Real.exp (-1) / Real.exp 1) ^ 2 = (Real.exp 4)⁻¹ := by
    rw [← Real.exp_sub, ← Real.exp_nat_mul, ← Real.exp_neg]
    norm_num
  have e' : (2 : ℝ) ^ 8 / 3 * (Real.exp (-1) / Real.exp 1) ^ 2 /
      ((1 + 0) ^ 4 * (1 + 0) ^ 4) = thresholdDensity := by
    rw [e, thresholdDensity, add_zero, one_pow, mul_one, div_one, ← div_eq_mul_inv, div_div]
  rw [e'] at h
  refine h.congr' ?_
  filter_upwards [eventually_ge_atTop 2] with n hn
  exact (scaled_strength_eq n hn).symm
```

## (d) The level spacing

**Task.** For n ≥ 1, show that

g_n = (2n+1) / (2n²(n+1)²).

**Solution.** Put the two levels over a common denominator:

g_n = 1/(2n²) − 1/(2(n+1)²) = [(n+1)² − n²] / (2n²(n+1)²).

The numerator is 2n+1. Lean clears the denominators with `field_simp` and compares the polynomials with `ring`.

```lean
/-- The spacing of neighbouring levels in closed form. -/
theorem gap_eq (n : ℕ) (hn : 1 ≤ n) :
    gap n = (2 * (n : ℝ) + 1) / (2 * (n : ℝ) ^ 2 * ((n : ℝ) + 1) ^ 2) := by
  have h0 : (n : ℝ) ≠ 0 := Nat.cast_ne_zero.2 (by omega)
  have h1 : (n : ℝ) + 1 ≠ 0 := by positivity
  unfold gap level
  push_cast
  field_simp
  ring
```

## (e) The sign of the spacing

**Task.** For n ≥ 1, show that

g_n > 0.

**Solution.** Every factor in (d) is positive. This will allow inequalities to be multiplied by g_n without reversing them.

```lean
lemma gap_pos (n : ℕ) (hn : 1 ≤ n) : 0 < gap n := by
  have h0 : (0 : ℝ) < n := Nat.cast_pos.2 (by omega)
  rw [gap_eq n hn]
  positivity
```

## (f) Strength per level spacing

**Task.** Show that

f_n/g_n → C as n → ∞.

**Solution.** By (d),

n³g_n = (1 + 1/(2n)) / (1+1/n)² → 1.

Hence f_n/g_n = (n³f_n)/(n³g_n) → C/1 = C. The bar heights of the opening example level off at this value. Lean proves the spacing limit as `hgap`, divides the limit in (c) by it and cancels n³.

Within a single Rydberg series, dividing each strength by the local level spacing is one way to draw computed lines as a density in energy. Where lines of different series overlap, the distance to the next line in the combined spectrum can be arbitrarily small, so the spacing has to be taken within each series.

```lean
/-- The strength of a line divided by the local level spacing tends to `2⁸ / (3 e⁴)`. -/
theorem tendsto_strength_per_spacing :
    Tendsto (fun n : ℕ => oscStrength n / gap n) atTop (𝓝 thresholdDensity) := by
  -- the level spacing behaves as 1/n³
  have hgap : Tendsto (fun n : ℕ => (n : ℝ) ^ 3 * gap n) atTop (𝓝 1) := by
    have h := ((tendsto_const_div_atTop_nhds_zero_nat (1 / 2 : ℝ)).const_add 1).div
      (((tendsto_const_div_atTop_nhds_zero_nat (1 : ℝ)).const_add 1).pow 2) (by norm_num)
    have e : (1 + 0 : ℝ) / (1 + 0) ^ 2 = 1 := by norm_num
    rw [e] at h
    refine h.congr' ?_
    filter_upwards [eventually_ge_atTop 1] with n hn
    show (1 + 1 / 2 / (n : ℝ)) / (1 + 1 / (n : ℝ)) ^ 2 = (n : ℝ) ^ 3 * gap n
    have h0 : (n : ℝ) ≠ 0 := Nat.cast_ne_zero.2 (by omega)
    have h1 : (n : ℝ) + 1 ≠ 0 := by positivity
    rw [gap_eq n hn, show 1 + 1 / (n : ℝ) = ((n : ℝ) + 1) / n by rw [add_div, div_self h0]]
    field_simp
  have h := tendsto_scaled_strength.div hgap one_ne_zero
  rw [div_one] at h
  refine h.congr' ?_
  filter_upwards [eventually_ge_atTop 1] with n hn
  exact mul_div_mul_left _ _ (pow_ne_zero 3 (Nat.cast_ne_zero.2 (by omega)))
```

## (g) Adding up the spacings

**Task.** For n ≥ 1, show that

Σ_{k≥0} g_{k+n} = −E_n.

**Solution.** The first m terms telescope:

g_n + g_{n+1} + … + g_{n+m−1} = E_{m+n} − E_n.

As m → ∞, E_{m+n} → 0, so the sum is −E_n = 1/(2n²), the binding energy of level n.

`HasSum` states that the series converges to this value. Positivity from (e) reduces the claim to a limit of partial sums. The telescoping is the induction `hs`, and `hl` is the limit of the levels.

```lean
/-- The level spacings from level `n` upward add up to the binding energy of level `n`. -/
theorem hasSum_gap (n : ℕ) (hn : 1 ≤ n) : HasSum (fun k => gap (k + n)) (-level n) := by
  rw [hasSum_iff_tendsto_nat_of_nonneg (fun k => (gap_pos (k + n) (by omega)).le)]
  have hs : ∀ m, ∑ k ∈ Finset.range m, gap (k + n) = level (m + n) - level n := by
    intro m
    induction m with
    | zero => simp
    | succ m ih =>
      rw [Finset.sum_range_succ, ih, gap, show m + 1 + n = m + n + 1 by omega]
      ring
  have hl : Tendsto level atTop (𝓝 0) := by
    have h := (tendsto_const_div_atTop_nhds_zero_nat (-1 / 2 : ℝ)).mul
      (tendsto_const_div_atTop_nhds_zero_nat (1 : ℝ))
    rw [mul_zero] at h
    exact h.congr (fun m => by unfold level; ring)
  have h := ((tendsto_add_atTop_iff_nat n).2 hl).sub_const (level n)
  rw [zero_sub] at h
  exact h.congr (fun m => (hs m).symm)
```

## (h) Bounds on single lines

**Task.** For every ε > 0, find N ≥ 1 such that for all n ≥ N

(C−ε) g_n ≤ f_n ≤ (C+ε) g_n.

**Solution.** By (f) there is an N beyond which |f_n/g_n − C| < ε. Multiply by g_n > 0. The Lean proof takes the larger of this N and 1, so that (e) applies.

```lean
/-- For high lines the strength lies within `ε` times the level spacing of
`2⁸ / (3 e⁴)` times that spacing. -/
theorem strength_bounds (ε : ℝ) (hε : 0 < ε) : ∃ N, 1 ≤ N ∧ ∀ n, N ≤ n →
    (thresholdDensity - ε) * gap n ≤ oscStrength n ∧
      oscStrength n ≤ (thresholdDensity + ε) * gap n := by
  obtain ⟨N, hN⟩ := Metric.tendsto_atTop.1 tendsto_strength_per_spacing ε hε
  refine ⟨max N 1, le_max_right _ _, fun n hn => ?_⟩
  have hg := gap_pos n (le_trans (le_max_right _ _) hn)
  have h := hN n (le_trans (le_max_left _ _) hn)
  rw [Real.dist_eq, abs_lt] at h
  exact ⟨(le_div_iff₀ hg).1 (by linarith), (div_le_iff₀ hg).1 (by linarith)⟩
```

## (i) Convergence of the total strength

**Task.** Show that the series of line strengths converges:

Σ_n f_n < ∞.

**Solution.** Use (h) with ε = 1. From some N on, 0 ≤ f_n ≤ (C+1)g_n, and the spacings have a finite sum by (g). Comparison gives convergence of the tail, and finitely many earlier terms cannot change that.

`Summable oscStrength` runs over all natural numbers, including n = 0 and 1, where the formula describes no line; these two terms do not affect convergence. The theorem gives no value for the sum.

```lean
/-- The oscillator strengths of the series 1s → np have a finite sum. -/
theorem summable_oscStrength : Summable oscStrength := by
  obtain ⟨N, hN1, hN⟩ := strength_bounds 1 one_pos
  rw [← summable_nat_add_iff N]
  refine Summable.of_nonneg_of_le (fun k => ?_) (fun k => (hN (k + N) (by omega)).2)
    ((hasSum_gap N hN1).summable.mul_left _)
  have h1 : (1 : ℝ) ≤ ((k + N : ℕ) : ℝ) := by exact_mod_cast (by omega : 1 ≤ k + N)
  exact div_nonneg (mul_nonneg (by positivity) (pow_nonneg (by linarith) _)) (by positivity)
```

## (j) The density of the whole tail

**Task.** Show that

(Σ_{k≥0} f_{k+n}) / (−E_n) → C as n → ∞.

**Solution.** Given ε > 0, take N from (h) with ε/2. For n ≥ N, sum the bounds over all lines from n upward and use (g):

(C−ε/2)(−E_n) ≤ Σ_{k≥0} f_{k+n} ≤ (C+ε/2)(−E_n).

Division by −E_n > 0 places the quotient within ε/2 of C, hence closer than ε. In Lean, `lo` and `hi` are the summed bounds, and `lo'` and `hi'` are the same bounds after division.

If a calculation of this one-electron series includes only the lines below n, the missing bound-state strength is therefore approximately C/(2n²) for large n.

```lean
/-- The total strength of all lines from `n` upward, divided by the energy interval between
level `n` and the ionization threshold, tends to `2⁸ / (3 e⁴)`. -/
theorem tendsto_threshold_density :
    Tendsto (fun n : ℕ => (∑' k, oscStrength (k + n)) / (-level n)) atTop
      (𝓝 thresholdDensity) := by
  rw [Metric.tendsto_atTop]
  intro ε hε
  obtain ⟨N, hN1, hN⟩ := strength_bounds (ε / 2) (by linarith)
  refine ⟨N, fun n hn => ?_⟩
  have hn0 : (0 : ℝ) < n := Nat.cast_pos.2 (by omega)
  have hE : 0 < -level n := by
    unfold level
    rw [neg_div, neg_neg]
    positivity
  have hf := ((summable_nat_add_iff n).2 summable_oscStrength).hasSum
  have hg := hasSum_gap n (by omega)
  -- sum the bounds on the single lines over the whole tail
  have lo := hasSum_le (fun k => (hN (k + n) (by omega)).1) (hg.mul_left _) hf
  have hi := hasSum_le (fun k => (hN (k + n) (by omega)).2) hf (hg.mul_left _)
  have lo' := (le_div_iff₀ hE).2 lo
  have hi' := (div_le_iff₀ hE).2 hi
  rw [Real.dist_eq, abs_lt]
  constructor <;> linarith

end

end HydrogenRydbergThreshold
```

```lean
#print axioms HydrogenRydbergThreshold.oscStrength_two
#print axioms HydrogenRydbergThreshold.tendsto_threshold_density
```

```
'HydrogenRydbergThreshold.oscStrength_two' depends on axioms: [propext, Classical.choice, Quot.sound]
'HydrogenRydbergThreshold.tendsto_threshold_density' depends on axioms: [propext, Classical.choice, Quot.sound]
```

## The continuum and the choice of definition

Parts (f) and (j) give two meanings to "strength density at threshold", one local and one for the whole tail, and both yield C. Both approach the threshold from below, through the bound levels of the nonrelativistic one-electron atom. In the physics of photoabsorption, the continuum starts at threshold with this same density, a statement that would need continuum wavefunctions and is not derived here.

The strengths could also have been defined through the dipole matrix elements between the 1s and np states. The closed formula would then be a theorem requiring a radial integral, and parts (a) to (j) would follow from it unchanged. Measuring energies in rydberg would halve the numerical value of the density, because each interval would have twice the numerical width.
